# In a four-band Dirac model with a Haldane term and three anticommuting masses, the gap closes only at zero momentum with $|h|=|\mathbf m|$

## Where comparing masses one at a time fails

Take a spinless, graphene-like sheet with several gap-opening terms at once, and look for the parameters at which the gap closes. When two or more of the other masses are nonzero, comparing the Haldane term $h$ with each of them separately puts the transition in the wrong place. With masses $(3,4,0)$ and $h=4$, the Haldane term equals the second mass, yet the energies nearest to zero are $\pm 1$, so a gap of $2$ remains. The gap closes at $h=5$, the length of the vector $(3,4,0)$.

Sign changes mislead in the same way. With $h=0$ and a second mass equal to $4$, the first mass can run from $-3$ to $3$ through zero while every energy stays at least $4$ away from zero.

## The Hamiltonian and its terms

Near the two Dirac points, the Hamiltonian is

$$H = k_x\,\tau_z\sigma_x + k_y\,\sigma_y + h\,\tau_z\sigma_z + m_0\,\sigma_z + m_1\,\tau_x\sigma_x + m_2\,\tau_y\sigma_x .$$

The Pauli matrices $\sigma$ act on the sublattice and $\tau$ on the valley. The momentum $(k_x,k_y)$ is measured from the Dirac point of each valley, in units where $\hbar$ times the Dirac velocity is one. The letter $h$ is the Haldane mass, not Planck's constant. The term $m_0$ is a staggered sublattice potential, and $m_1,m_2$ are the two components of a uniform Kekulé bond pattern, which couples the valleys.

The three terms in $\mathbf m=(m_0,m_1,m_2)$ anticommute with each other, so their strengths add in quadrature. The Haldane term commutes with all three and competes with their combined length.

## What is claimed

Write $k^2=k_x^2+k_y^2$ and $m=\sqrt{m_0^2+m_1^2+m_2^2}$. For every complex $E$,

$$\det(H-E)=\big(k^2+(h+m)^2-E^2\big)\big(k^2+(h-m)^2-E^2\big).$$

Four statements follow:

- $\det H=0$ exactly when $k_x=k_y=0$ and $|h|=m$.
- The energies are the real solutions of $E^2=k^2+(h\pm m)^2$.
- The smallest $|E|$ over all momenta is $\big||h|-m\big|$. Since energies come in pairs $\pm E$, the gap between negative and positive energies is twice this.
- A continuous path of parameters from $|h|<m$ to $|h|>m$ meets a gap closing at $k=0$.

The result bears on low-energy band models of graphene-like sheets, for non-interacting electrons with linearised bands and uniform masses.

## How the Lean statements express this

`hamiltonian` is a complex matrix indexed by pairs in `Fin 2 × Fin 2`, built from Kronecker products with $\tau$ as the first factor and $\sigma$ as the second. The parameters are real. The mass vector is a function `m : Fin 3 → ℝ`, so its components are numbered from zero, as here. Its length $m$ is `massNorm m`.

`IsEnergy kx ky h m E` says that the real number $E$ has a nonzero eigenvector. Because `hamiltonian_isHermitian` shows that $H$ is Hermitian, restricting to real $E$ loses no eigenvalue. In `isLeast_abs_energy`, `IsLeast` means that the value is a lower bound and is attained.

In `gap_closes_along_path`, `h` and `m` are functions of a path parameter $t$. There `m 0` and `m 1` are the whole mass vectors at the start and the end, not components.

The momenta range over the whole plane, as suits a linearised theory. On a lattice the bands could also touch far from the Dirac points, which this model cannot show. The path theorem separates $|h|<m$ from $|h|>m$ within this family of Hamiltonians. The second region has two parts, $h>m$ and $h<-m$, and a continuous path from one to the other also meets a gap closing, because it passes through $h=0$, where $|h|\le m$. Assigning Chern numbers to these regions would be a further calculation.

## The determinant by hand

Order the basis states as $(\tau,\sigma)=(0,0),(0,1),(1,0),(1,1)$, and set $p=k_x+ik_y$, $q=k_x-ik_y$, $w=m_1-im_2$, $w'=m_1+im_2$ and $a=m_0$. Then

$$H-E=\begin{pmatrix}A&q&0&w\\p&B&w&0\\0&w'&C&-p\\w'&0&-q&D\end{pmatrix},$$

with $A=h+a-E$, $B=-h-a-E$, $C=a-h-E$ and $D=h-a-E$. Expanding along the first row gives

$$\begin{aligned}\det(H-E)={}&A(BCD-Bpq-Dww')-pq(CD-pq-ww')\\&-ww'(BC-pq-ww')\\={}&ABCD-pq(AB+CD)-ww'(AD+BC)+(pq+ww')^2.\end{aligned}$$

The diagonal products are

$$AB=E^2-(h+a)^2,\qquad CD=E^2-(h-a)^2,$$
$$AD=(h-E)^2-a^2,\qquad BC=(h+E)^2-a^2.$$

Let $S=h^2+a^2-E^2$. Then $ABCD=S^2-4h^2a^2$, $AB+CD=-2S$ and $AD+BC=-2S+4h^2$. Substituting these and completing the square,

$$\det(H-E)=(S+pq+ww')^2-4h^2(a^2+ww').$$

Now $pq=k^2$ and $ww'=m_1^2+m_2^2$, so $a^2+ww'=m^2$. A difference of squares remains:

$$\det(H-E)=(k^2+h^2+m^2-E^2)^2-(2hm)^2.$$

Its two factors are those claimed above.

## Zeros, smallest energy and paths

At $E=0$ both factors are sums of real squares. If the product vanishes, one factor does, so $k_x=k_y=0$ and $h=-m$ or $h=m$. As $m\ge 0$, this means $|h|=m$. Conversely, if $k=0$ and $|h|=m$, one of the factors is zero.

A number $E$ is an eigenvalue exactly when $\det(H-E)=0$, which gives the dispersion. Since $|h|m\ge\pm hm$,

$$E^2=k^2+(h\pm m)^2\ \ge\ h^2+m^2-2|h|m=(|h|-m)^2 .$$

Hence $|E|\ge\big||h|-m\big|$. At $k=0$ the value $E=|h|-m$ is an energy: it belongs to the branch with $h-m$ if $h\ge0$ and to the branch with $h+m$ if $h\le 0$. The bound is therefore attained.

Along a continuous path, $f(t)=|h(t)|-m(t)$ is continuous. If $f(0)<0<f(1)$, the intermediate value theorem gives a $t$ with $f(t)=0$, and there $H$ at zero momentum is singular.

## The complete Lean file

```lean
import Mathlib

open Matrix
open scoped Kronecker

namespace CompetingDiracMasses

noncomputable section

/-- The Pauli matrix x. -/
def pauliX : Matrix (Fin 2) (Fin 2) ℂ := !![0, 1; 1, 0]

/-- The Pauli matrix y. -/
def pauliY : Matrix (Fin 2) (Fin 2) ℂ := !![0, -Complex.I; Complex.I, 0]

/-- The Pauli matrix z. -/
def pauliZ : Matrix (Fin 2) (Fin 2) ℂ := !![1, 0; 0, -1]

/-- The Dirac Hamiltonian `kx τz σx + ky σy + h τz σz + m₀ σz + m₁ τx σx + m₂ τy σx`, with `τ`
acting on the first factor and `σ` on the second; `m 0, m 1, m 2` are `m₀, m₁, m₂`. -/
def hamiltonian (kx ky h : ℝ) (m : Fin 3 → ℝ) :
    Matrix (Fin 2 × Fin 2) (Fin 2 × Fin 2) ℂ :=
  (kx : ℂ) • (pauliZ ⊗ₖ pauliX) + (ky : ℂ) • ((1 : Matrix (Fin 2) (Fin 2) ℂ) ⊗ₖ pauliY)
    + (h : ℂ) • (pauliZ ⊗ₖ pauliZ) + (m 0 : ℂ) • ((1 : Matrix (Fin 2) (Fin 2) ℂ) ⊗ₖ pauliZ)
    + (m 1 : ℂ) • (pauliX ⊗ₖ pauliX) + (m 2 : ℂ) • (pauliY ⊗ₖ pauliX)

/-- The Euclidean length of the mass vector. -/
def massNorm (m : Fin 3 → ℝ) : ℝ := √(m 0 ^ 2 + m 1 ^ 2 + m 2 ^ 2)

/-- The real number `E` is an energy of the Hamiltonian at momentum `(kx, ky)`:
some nonzero state is an eigenvector with eigenvalue `E`. -/
def IsEnergy (kx ky h : ℝ) (m : Fin 3 → ℝ) (E : ℝ) : Prop :=
  ∃ ψ : Fin 2 × Fin 2 → ℂ, ψ ≠ 0 ∧ hamiltonian kx ky h m *ᵥ ψ = (E : ℂ) • ψ

/-- A numbering of the four basis states, with the `σ` index running fastest. -/
def basisIndex : Fin 4 ≃ Fin 2 × Fin 2 where
  toFun := ![(0, 0), (0, 1), (1, 0), (1, 1)]
  invFun p := (![![0, 1], ![2, 3]] : Fin 2 → Fin 2 → Fin 4) p.1 p.2
  left_inv := by decide
  right_inv := by decide

/-- The Hamiltonian is Hermitian. -/
theorem hamiltonian_isHermitian (kx ky h : ℝ) (m : Fin 3 → ℝ) :
    (hamiltonian kx ky h m).IsHermitian := by
  refine Matrix.IsHermitian.ext ?_
  rintro ⟨a, b⟩ ⟨c, d⟩
  fin_cases a <;> fin_cases b <;> fin_cases c <;> fin_cases d <;>
    simp [hamiltonian, pauliX, pauliY, pauliZ]

/-- The determinant of the four-band matrix in components: the off-diagonal entries enter
only through the products `p q` and `w w'`. -/
theorem det_components (p q w w' a h E : ℂ) :
    (!![h + a - E, q, 0, w;
        p, -h - a - E, w, 0;
        0, w', a - h - E, -p;
        w', 0, -q, h - a - E] : Matrix (Fin 4) (Fin 4) ℂ).det
      = (p * q + h ^ 2 + (a ^ 2 + w * w') - E ^ 2) ^ 2 - 4 * h ^ 2 * (a ^ 2 + w * w') := by
  rw [Matrix.det_succ_row_zero]
  simp [Fin.sum_univ_four, Matrix.det_fin_three, Fin.succAbove]
  ring

/-- The characteristic determinant factorises into two branches, in which the term `h`
is added to or subtracted from the length of the mass vector. -/
theorem det_sub_energy (kx ky h : ℝ) (m : Fin 3 → ℝ) (E : ℂ) :
    (hamiltonian kx ky h m - E • (1 : Matrix (Fin 2 × Fin 2) (Fin 2 × Fin 2) ℂ)).det
      = ((kx : ℂ) ^ 2 + (ky : ℂ) ^ 2 + ((h : ℂ) + (massNorm m : ℂ)) ^ 2 - E ^ 2)
        * ((kx : ℂ) ^ 2 + (ky : ℂ) ^ 2 + ((h : ℂ) - (massNorm m : ℂ)) ^ 2 - E ^ 2) := by
  -- write the matrix out in the numbered basis
  have hmat : (hamiltonian kx ky h m
      - E • (1 : Matrix (Fin 2 × Fin 2) (Fin 2 × Fin 2) ℂ)).submatrix basisIndex basisIndex
      = !![(h : ℂ) + m 0 - E, kx - ky * Complex.I, 0, m 1 - m 2 * Complex.I;
          kx + ky * Complex.I, -(h : ℂ) - m 0 - E, m 1 - m 2 * Complex.I, 0;
          0, m 1 + m 2 * Complex.I, (m 0 : ℂ) - h - E, -(kx + ky * Complex.I);
          m 1 + m 2 * Complex.I, 0, -(kx - ky * Complex.I), (h : ℂ) - m 0 - E] := by
    ext i j
    fin_cases i <;> fin_cases j <;>
      simp [hamiltonian, basisIndex, pauliX, pauliY, pauliZ] <;> ring
  have hk : ((kx : ℂ) + ky * Complex.I) * (kx - ky * Complex.I)
      = (kx : ℂ) ^ 2 + (ky : ℂ) ^ 2 := by
    linear_combination (-(ky : ℂ) ^ 2) * Complex.I_sq
  have hw : ((m 1 : ℂ) - m 2 * Complex.I) * (m 1 + m 2 * Complex.I)
      = (m 1 : ℂ) ^ 2 + (m 2 : ℂ) ^ 2 := by
    linear_combination (-(m 2 : ℂ) ^ 2) * Complex.I_sq
  have hr : massNorm m ^ 2 = m 0 ^ 2 + m 1 ^ 2 + m 2 ^ 2 :=
    Real.sq_sqrt (by positivity)
  have hn : (massNorm m : ℂ) ^ 2 = (m 0 : ℂ) ^ 2 + (m 1 : ℂ) ^ 2 + (m 2 : ℂ) ^ 2 := by
    exact_mod_cast hr
  rw [← Matrix.det_submatrix_equiv_self basisIndex, hmat, det_components, hk, hw]
  -- only the squared length of the mass vector is left to insert
  linear_combination (-(2 * ((kx : ℂ) ^ 2 + (ky : ℂ) ^ 2 + (h : ℂ) ^ 2 - E ^ 2)
    + ((m 0 : ℂ) ^ 2 + (m 1 : ℂ) ^ 2 + (m 2 : ℂ) ^ 2) + (massNorm m : ℂ) ^ 2
    - 4 * (h : ℂ) ^ 2)) * hn

/-- The determinant of the Hamiltonian is `(k² + (h + m)²) (k² + (h - m)²)`, where `m` is the
length of the mass vector. -/
theorem det_hamiltonian (kx ky h : ℝ) (m : Fin 3 → ℝ) :
    (hamiltonian kx ky h m).det
      = (((kx ^ 2 + ky ^ 2 + (h + massNorm m) ^ 2)
        * (kx ^ 2 + ky ^ 2 + (h - massNorm m) ^ 2) : ℝ) : ℂ) := by
  have h0 := det_sub_energy kx ky h m 0
  rw [zero_smul, sub_zero] at h0
  rw [h0]
  push_cast
  ring

/-- The determinant of the Hamiltonian is zero exactly when the momentum vanishes and `|h|` equals
the length of the mass vector. -/
theorem gap_closes_iff (kx ky h : ℝ) (m : Fin 3 → ℝ) :
    (hamiltonian kx ky h m).det = 0 ↔ kx = 0 ∧ ky = 0 ∧ |h| = massNorm m := by
  have hpos : 0 ≤ massNorm m := Real.sqrt_nonneg _
  rw [det_hamiltonian, Complex.ofReal_eq_zero]
  constructor
  · intro hz
    -- a vanishing sum of squares forces each square to vanish
    have key : ∀ s : ℝ, kx ^ 2 + ky ^ 2 + s ^ 2 = 0 → kx = 0 ∧ ky = 0 ∧ s = 0 := by
      intro s hs
      have h1 := sq_nonneg kx
      have h2 := sq_nonneg ky
      have h3 := sq_nonneg s
      exact ⟨pow_eq_zero_iff two_ne_zero |>.1 (by linarith),
        pow_eq_zero_iff two_ne_zero |>.1 (by linarith),
        pow_eq_zero_iff two_ne_zero |>.1 (by linarith)⟩
    rcases mul_eq_zero.1 hz with hs | hs
    · obtain ⟨h1, h2, h3⟩ := key _ hs
      refine ⟨h1, h2, ?_⟩
      rw [eq_neg_of_add_eq_zero_left h3, abs_neg, abs_of_nonneg hpos]
    · obtain ⟨h1, h2, h3⟩ := key _ hs
      refine ⟨h1, h2, ?_⟩
      rw [sub_eq_zero.1 h3, abs_of_nonneg hpos]
  · rintro ⟨rfl, rfl, hm⟩
    rcases abs_cases h with ⟨e, _⟩ | ⟨e, _⟩
    · rw [← hm, e]; ring
    · rw [← hm, e]; ring

/-- The energies at momentum `k` are the real solutions of `E² = k² + (h + m)²` or
`E² = k² + (h - m)²`, where `m` is the length of the mass vector. -/
theorem isEnergy_iff (kx ky h : ℝ) (m : Fin 3 → ℝ) (E : ℝ) :
    IsEnergy kx ky h m E ↔ E ^ 2 = kx ^ 2 + ky ^ 2 + (h + massNorm m) ^ 2
      ∨ E ^ 2 = kx ^ 2 + ky ^ 2 + (h - massNorm m) ^ 2 := by
  have hdet : IsEnergy kx ky h m E ↔ (hamiltonian kx ky h m
      - (E : ℂ) • (1 : Matrix (Fin 2 × Fin 2) (Fin 2 × Fin 2) ℂ)).det = 0 := by
    rw [← Matrix.exists_mulVec_eq_zero_iff]
    simp only [IsEnergy, Matrix.sub_mulVec, Matrix.smul_mulVec, Matrix.one_mulVec, sub_eq_zero]
  rw [hdet, det_sub_energy, mul_eq_zero, sub_eq_zero, sub_eq_zero]
  norm_cast
  exact or_congr eq_comm eq_comm

/-- The smallest absolute energy over all momenta is `||h| - m|`, where `m` is the length of
the mass vector. -/
theorem isLeast_abs_energy (h : ℝ) (m : Fin 3 → ℝ) :
    IsLeast {x : ℝ | ∃ kx ky E : ℝ, IsEnergy kx ky h m E ∧ x = |E|} |(|h| - massNorm m)| := by
  have hpos : 0 ≤ massNorm m := Real.sqrt_nonneg _
  constructor
  · -- the minimum is reached at zero momentum
    refine ⟨0, 0, |h| - massNorm m, (isEnergy_iff _ _ _ _ _).2 ?_, rfl⟩
    rcases abs_cases h with ⟨e, _⟩ | ⟨e, _⟩
    · right; rw [e]; ring
    · left; rw [e]; ring
  · rintro x ⟨kx, ky, E, hE, rfl⟩
    apply sq_le_sq.1
    have h1 := mul_nonneg (sub_nonneg.2 (le_abs_self h)) hpos
    have h2 := mul_nonneg (sub_nonneg.2 (neg_le_abs h)) hpos
    have h3 := sq_abs h
    rcases (isEnergy_iff _ _ _ _ _).1 hE with e | e <;>
      nlinarith [sq_nonneg kx, sq_nonneg ky]

/-- Along a continuous path of parameters that starts with `|h|` below the length of the mass vector
and ends with `|h|` above it, the determinant of the Hamiltonian at zero momentum vanishes somewhere
on the way. -/
theorem gap_closes_along_path (h : ℝ → ℝ) (m : ℝ → Fin 3 → ℝ)
    (hh : Continuous h) (hm : Continuous m)
    (h0 : |h 0| < massNorm (m 0)) (h1 : massNorm (m 1) < |h 1|) :
    ∃ t ∈ Set.Icc (0 : ℝ) 1, (hamiltonian 0 0 (h t) (m t)).det = 0 := by
  have hc : ∀ i, Continuous (fun t => m t i) := fun i => (continuous_apply i).comp hm
  have hn : Continuous (fun t => massNorm (m t)) :=
    Real.continuous_sqrt.comp ((((hc 0).pow 2).add ((hc 1).pow 2)).add ((hc 2).pow 2))
  have hf : Continuous (fun t => |h t| - massNorm (m t)) := hh.abs.sub hn
  -- the difference of the two competing scales changes sign
  obtain ⟨t, ht, hz⟩ := intermediate_value_Icc (zero_le_one' ℝ) hf.continuousOn
    (show (0 : ℝ) ∈ Set.Icc (|h 0| - massNorm (m 0)) (|h 1| - massNorm (m 1)) from
      ⟨by linarith, by linarith⟩)
  exact ⟨t, ht, (gap_closes_iff _ _ _ _).2 ⟨rfl, rfl, sub_eq_zero.1 hz⟩⟩

end

end CompetingDiracMasses
```

```lean
#print axioms CompetingDiracMasses.hamiltonian_isHermitian
#print axioms CompetingDiracMasses.isLeast_abs_energy
#print axioms CompetingDiracMasses.gap_closes_along_path
```

```
'CompetingDiracMasses.hamiltonian_isHermitian' depends on axioms: [propext, Classical.choice, Quot.sound]
'CompetingDiracMasses.isLeast_abs_energy' depends on axioms: [propext, Classical.choice, Quot.sound]
'CompetingDiracMasses.gap_closes_along_path' depends on axioms: [propext, Classical.choice, Quot.sound]
```

## From matrix entries to the two branches

`det_components` is the determinant calculation with $p,q,w,w',a,h,E$ as independent complex numbers. `Matrix.det_succ_row_zero` expands along the first row, `Matrix.det_fin_three` evaluates the minors, and `ring` does the collecting of terms that took several lines above.

`det_sub_energy` connects this identity to the Hamiltonian. The equivalence `basisIndex` numbers the four states, and `hmat` checks all sixteen entries of the explicit matrix. Renumbering rows and columns together leaves the determinant unchanged, which is `Matrix.det_submatrix_equiv_self`. The facts `hk` and `hw` evaluate the conjugate products $pq$ and $ww'$ using $i^2=-1$, and `hn` states that $m^2$ is the sum of the squared components. The closing `linear_combination` inserts `hn` and verifies the factorisation.

`det_hamiltonian` sets $E=0$ and writes the result as a real number regarded as complex. This lets `gap_closes_iff` argue with real squares: its inner statement `key` says that a vanishing sum of three squares has three vanishing terms, and it is applied to each factor in turn. The converse splits on the sign of $h$.

## From the determinant to energies and paths

`isEnergy_iff` first rewrites the eigenvalue equation as $(H-E)\psi=0$ with $\psi\neq0$. `Matrix.exists_mulVec_eq_zero_iff` turns the existence of such a state into a vanishing determinant, and the factorisation supplies the two branches.

In `isLeast_abs_energy`, the first half exhibits the energy $|h|-m$ at zero momentum. For the lower bound, `sq_le_sq` reduces the comparison of absolute values to one of squares. The inequalities `h1` and `h2` are $(|h|-h)m\ge0$ and $(|h|+h)m\ge0$, one for each branch, and `nlinarith` combines them with $k_x^2,k_y^2\ge0$.

`gap_closes_along_path` establishes the continuity of $f$ from that of its ingredients and applies `intermediate_value_Icc` on $[0,1]$. The zero it finds is passed to `gap_closes_iff` with both momenta equal to zero.
